# Repeated projection onto a smoothly moving subspace converges to parallel transport

Light passes through a stack of ideal linear polarizers, which transmit the component along their axis without loss, each turned slightly from the last. If it starts polarized along the first axis, finer steps through the same total angle reduce the loss, and the polarization follows the filters. What does such a product of projections do when the subspace has several dimensions?

## Each projection is an Euler step

Let P(t)² = P(t), with P twice continuously differentiable. Define K = P'P − PP' and let U solve U' = KU, U(0) = 1. For T ≥ 0 and h = T/N, set

X₀ = P(0), Xₖ₊₁ = P((k+1)h)Xₖ.

The claim is that X_N → U(T)P(0), with error at most C/N.

Differentiating P² = P gives P'P + PP' = P'. Multiplying by P on both sides gives 2PP'P = PP'P, so PP'P = 0. Since P(kh)Xₖ = Xₖ, it follows that K(kh)Xₖ = P'(kh)Xₖ. For a vector in the subspace, the velocity under K therefore has no component inside the subspace, which is the parallel-transport condition.

Taylor expansion at kh, with remainders ‖Rₖ‖ ≤ C₁h² and ‖Sₖ‖ ≤ C₂h², gives

Xₖ₊₁ = Xₖ + hK(kh)Xₖ + RₖXₖ,

U(kh+h) = U(kh) + hK(kh)U(kh) + Sₖ.

Let M bound ‖K‖ on [0,T]. Since h ≤ T,

‖Xₖ₊₁‖ ≤ (1 + h(M + C₁T))‖Xₖ‖,

so ‖Xₖ‖ ≤ B = ‖P(0)‖exp(T(M + C₁T)). The difference Dₖ = Xₖ − U(kh)P(0) starts at zero and obeys

‖Dₖ₊₁‖ ≤ (1 + hM)‖Dₖ‖ + (C₁B + C₂‖P(0)‖)h².

After N steps,

‖D_N‖ ≤ (C₁B + C₂‖P(0)‖)T²exp(TM)/N.

## From the ordered product to the limit in Lean

The setting is a real normed algebra `A`; `P'` and `P''` are separate functions, tied to `P` by derivative hypotheses at every real t.

```lean
import Mathlib

open Matrix Filter Topology

namespace RepeatedProjectionTransport

noncomputable section

variable {A : Type*} [NormedRing A] [NormedAlgebra ℝ A] {P P' P'' U : ℝ → A}
```

`projChain P h k` is Xₖ, with k + 1 factors and later projections on the left.

```lean
/-- The ordered product `P(kh) ⋯ P(2h) P(h) P(0)` of projections at spacing `h`. -/
def projChain (P : ℝ → A) (h : ℝ) : ℕ → A
  | 0 => P 0
  | k + 1 => P (((k + 1 : ℕ) : ℝ) * h) * projChain P h k
```

`katoGenerator` is K.

```lean
/-- The generator `P'P - PP'` of parallel transport. -/
def katoGenerator (P P' : ℝ → A) (t : ℝ) : A := P' t * P t - P t * P' t
```

The Taylor bound uses the mean value inequality twice: first for the velocity, then for the path minus its tangent.

```lean
/-- A twice continuously differentiable path follows its tangent over a time `h` up to an error
of order `h²`, uniformly on `[0, T]`. -/
theorem taylor_step {E : Type*} [NormedAddCommGroup E] [NormedSpace ℝ E] {F G G' : ℝ → E}
    (hF : ∀ x, HasDerivAt F (G x) x) (hG : ∀ x, HasDerivAt G (G' x) x)
    (hc : Continuous G') (T : ℝ) :
    ∃ C, 0 ≤ C ∧ ∀ s h, 0 ≤ s → 0 ≤ h → s + h ≤ T →
      ‖F (s + h) - F s - h • G s‖ ≤ C * h ^ 2 := by
  obtain ⟨C, hC⟩ := (isCompact_Icc (a := (0 : ℝ)) (b := T)).exists_bound_of_continuousOn
    hc.continuousOn
  refine ⟨|C|, abs_nonneg _, fun s h hs hh hT => ?_⟩
  have hl : s ∈ Set.Icc s (s + h) := ⟨le_rfl, by linarith⟩
  have hr : s + h ∈ Set.Icc s (s + h) := ⟨by linarith, le_rfl⟩
  -- the velocity changes by at most `|C| h`
  have hlip : ∀ x ∈ Set.Icc s (s + h), ‖G x - G s‖ ≤ |C| * h := by
    intro x hx
    have b := Convex.norm_image_sub_le_of_norm_hasDerivWithin_le (C := |C|)
      (fun y _ => (hG y).hasDerivWithinAt)
      (fun y hy => (hC y ⟨by linarith [hy.1], by linarith [hy.2]⟩).trans (le_abs_self C))
      (convex_Icc s (s + h)) hl hx
    rw [Real.norm_of_nonneg (by linarith [hx.1])] at b
    exact b.trans (mul_le_mul_of_nonneg_left (by linarith [hx.2]) (abs_nonneg C))
  have hd : ∀ x, HasDerivAt (fun y => F y - y • G s) (G x - G s) x := fun x =>
    ((hF x).fun_sub ((hasDerivAt_id' x).smul_const (G s))).congr_deriv (by simp)
  have b := Convex.norm_image_sub_le_of_norm_hasDerivWithin_le
    (fun y _ => (hd y).hasDerivWithinAt) hlip (convex_Icc s (s + h)) hl hr
  have e : F (s + h) - F s - h • G s = F (s + h) - (s + h) • G s - (F s - s • G s) := by
    module
  rw [e]
  refine b.trans (le_of_eq ?_)
  rw [add_sub_cancel_left, Real.norm_of_nonneg hh]
  ring
```

Induction and 1 + x ≤ eˣ control the accumulated errors.

```lean
/-- Discrete Gronwall inequality: errors `b` made at each step, amplified by `1 + x` per step,
accumulate to at most `(a 0 + k b) exp(k x)`. -/
theorem discrete_gronwall {a : ℕ → ℝ} {x b : ℝ} (hx : 0 ≤ x) (hb : 0 ≤ b) (h0 : 0 ≤ a 0)
    (N : ℕ) (hs : ∀ k < N, a (k + 1) ≤ (1 + x) * a k + b) :
    ∀ k ≤ N, a k ≤ (a 0 + k * b) * Real.exp (k * x) := by
  intro k
  induction k with
  | zero => intro _; simp
  | succ k ih =>
    intro hk
    have e1 : 1 + x ≤ Real.exp x := by linarith [Real.add_one_le_exp x]
    have e2 : 1 ≤ Real.exp (((k : ℝ) + 1) * x) := Real.one_le_exp (by positivity)
    have e3 : Real.exp (((k : ℝ) + 1) * x) = Real.exp x * Real.exp (k * x) := by
      rw [← Real.exp_add]; congr 1; ring
    have m1 := mul_le_mul_of_nonneg_left (ih (by omega)) (by linarith : 0 ≤ 1 + x)
    have m2 := mul_le_mul_of_nonneg_left e2 hb
    have m3 := mul_le_mul_of_nonneg_right e1
      (by positivity : 0 ≤ (a 0 + k * b) * Real.exp (k * x))
    have m4 := hs k (by omega)
    push_cast
    rw [e3] at m2 ⊢
    linarith
```

Uniqueness of the derivative turns P² = P into the identity for P', and hence KX = P'X when PX = X.

```lean
/-- On anything lying in the range of `P(t)`, the transport generator acts as `P'(t)`. -/
theorem kato_on_band (hP : ∀ t, P t * P t = P t) (hd : ∀ t, HasDerivAt P (P' t) t)
    {t : ℝ} {X : A} (hX : P t * X = X) : katoGenerator P P' t * X = P' t * X := by
  -- differentiate `P² = P`, then sandwich between projectors
  have hL : P' t * P t + P t * P' t = P' t := by
    have h := (hd t).fun_mul (hd t)
    rw [show (fun s => P s * P s) = P from funext hP] at h
    exact h.unique (hd t)
  have h1 : P t * (P' t * P t + P t * P' t) * P t
      = P t * P' t * (P t * P t) + (P t * P t) * P' t * P t := by noncomm_ring
  rw [hL, hP] at h1
  have h2 : P t * P' t * P t = 0 :=
    add_left_cancel (a := P t * P' t * P t) (by rw [add_zero]; exact h1.symm)
  have h3 : P t * P' t * X = 0 := by
    calc P t * P' t * X = P t * P' t * (P t * X) := by rw [hX]
      _ = 0 := by rw [← mul_assoc, h2, zero_mul]
  rw [katoGenerator, sub_mul, h3, sub_zero, mul_assoc, hX]
```

This yields the Euler step for Xₖ.

```lean
/-- One more projection is an Euler step of the transport equation plus the Taylor remainder
of `P` acting on the chain. -/
theorem projChain_succ (hP : ∀ t, P t * P t = P t) (hd : ∀ t, HasDerivAt P (P' t) t)
    (h : ℝ) (k : ℕ) :
    projChain P h (k + 1) = projChain P h k
      + h • (katoGenerator P P' (k * h) * projChain P h k)
      + (P (k * h + h) - P (k * h) - h • P' (k * h)) * projChain P h k := by
  have a : P (k * h) * projChain P h k = projChain P h k := by
    cases k with
    | zero => simp [projChain, hP]
    | succ k => simp only [projChain]; rw [← mul_assoc, hP]
  have s : ((k + 1 : ℕ) : ℝ) * h = k * h + h := by push_cast; ring
  rw [kato_on_band hP hd a]
  change P (((k + 1 : ℕ) : ℝ) * h) * projChain P h k = _
  rw [s, sub_mul, sub_mul, a, smul_mul_assoc]
  abel
```

Compactness of [0,T] supplies M. The Gronwall bound is applied first to ‖Xₖ‖, then to ‖Dₖ‖.

```lean
/-- The product of `N + 1` projections along `[0, T]` differs from `U(T) P(0)`, the initial
projection followed by parallel transport, by at most a constant over `N`. -/
theorem projChain_error (hP : ∀ t, P t * P t = P t) (hd : ∀ t, HasDerivAt P (P' t) t)
    (hd2 : ∀ t, HasDerivAt P' (P'' t) t) (hc : Continuous P'')
    (hU : ∀ t, HasDerivAt U (katoGenerator P P' t * U t) t) (hU0 : U 0 = 1)
    {T : ℝ} (hT : 0 ≤ T) :
    ∃ C, ∀ N : ℕ, 0 < N → ‖projChain P (T / N) N - U T * P 0‖ ≤ C / N := by
  have cP : Continuous P := continuous_iff_continuousAt.2 fun t => (hd t).continuousAt
  have cP' : Continuous P' := continuous_iff_continuousAt.2 fun t => (hd2 t).continuousAt
  have cU : Continuous U := continuous_iff_continuousAt.2 fun t => (hU t).continuousAt
  have cK : Continuous (katoGenerator P P') := (cP'.mul cP).sub (cP.mul cP')
  have dK : ∀ t, HasDerivAt (katoGenerator P P')
      (P'' t * P t + P' t * P' t - (P' t * P' t + P t * P'' t)) t := fun t =>
    ((hd2 t).fun_mul (hd t)).fun_sub ((hd t).fun_mul (hd2 t))
  obtain ⟨C1, hC1, h1⟩ := taylor_step hd hd2 hc T
  obtain ⟨C2, hC2, h2⟩ := taylor_step hU (fun t => (dK t).fun_mul (hU t))
    (((((hc.mul cP).add (cP'.mul cP')).sub ((cP'.mul cP').add (cP.mul hc))).mul cU).add
      (cK.mul (cK.mul cU))) T
  obtain ⟨M, hM⟩ := (isCompact_Icc (a := (0 : ℝ)) (b := T)).exists_bound_of_continuousOn
    cK.continuousOn
  have hM0 : 0 ≤ M := (norm_nonneg _).trans (hM 0 ⟨le_rfl, hT⟩)
  obtain ⟨B, hB⟩ : ∃ B, B = ‖P 0‖ * Real.exp (T * (M + C1 * T)) := ⟨_, rfl⟩
  have hB0 : 0 ≤ B := by rw [hB]; positivity
  refine ⟨(C1 * B + C2 * ‖P 0‖) * T ^ 2 * Real.exp (T * M), fun N hN => ?_⟩
  have hN' : (0 : ℝ) < N := by exact_mod_cast hN
  obtain ⟨h, hh⟩ : ∃ h : ℝ, h = T / N := ⟨_, rfl⟩
  rw [← hh]
  have hNh : (N : ℝ) * h = T := by rw [hh]; field_simp
  have h0 : 0 ≤ h := by rw [hh]; positivity
  have hk : ∀ k < N, (k : ℝ) * h + h ≤ T := by
    intro k hk
    have q : (k : ℝ) + 1 ≤ N := by exact_mod_cast hk
    linarith [mul_le_mul_of_nonneg_right q h0]
  have hhT : h ≤ T := by simpa using hk 0 hN
  have hs : ∀ k : ℕ, 0 ≤ (k : ℝ) * h := fun k => by positivity
  have nK : ∀ k < N, ∀ X : A, ‖h • (katoGenerator P P' (k * h) * X)‖ ≤ h * (M * ‖X‖) := by
    intro k hkN X
    rw [norm_smul, Real.norm_of_nonneg h0]
    exact mul_le_mul_of_nonneg_left ((norm_mul_le _ _).trans (mul_le_mul_of_nonneg_right
      (hM _ ⟨hs k, by linarith [hk k hkN]⟩) (norm_nonneg _))) h0
  have nR : ∀ k < N, ∀ X : A,
      ‖(P (k * h + h) - P (k * h) - h • P' (k * h)) * X‖ ≤ C1 * h ^ 2 * ‖X‖ :=
    fun k hkN X => (norm_mul_le _ _).trans
      (mul_le_mul_of_nonneg_right (h1 _ _ (hs k) h0 (hk k hkN)) (norm_nonneg _))
  -- the chain stays bounded
  have bd : ∀ k ≤ N, ‖projChain P h k‖ ≤ B := by
    intro k hkN
    have g := discrete_gronwall (a := fun k => ‖projChain P h k‖) (x := h * (M + C1 * T))
      (b := 0) (by positivity) le_rfl (norm_nonneg _) N (fun k hkN => by
        have q : C1 * h ^ 2 * ‖projChain P h k‖ ≤ C1 * (h * T) * ‖projChain P h k‖ := by
          have : h ^ 2 ≤ h * T := by nlinarith
          gcongr
        change ‖projChain P h (k + 1)‖ ≤ (1 + h * (M + C1 * T)) * ‖projChain P h k‖ + 0
        rw [projChain_succ hP hd h k]
        refine (norm_add_le _ _).trans ?_
        linarith [norm_add_le (projChain P h k)
          (h • (katoGenerator P P' (k * h) * projChain P h k)),
          nK k hkN (projChain P h k), nR k hkN (projChain P h k)]) k hkN
    have kT : (k : ℝ) * h ≤ T := by
      rw [← hNh]; exact mul_le_mul_of_nonneg_right (by exact_mod_cast hkN) h0
    have q : (k : ℝ) * (h * (M + C1 * T)) ≤ T * (M + C1 * T) := by
      rw [← mul_assoc]; exact mul_le_mul_of_nonneg_right kT (by positivity)
    simp only [mul_zero, add_zero] at g
    rw [hB]
    exact g.trans (mul_le_mul_of_nonneg_left (Real.exp_le_exp.2 q) (norm_nonneg _))
  -- the distance to exact transport obeys the same recursion with an `h²` source
  have g := discrete_gronwall (a := fun k => ‖projChain P h k - U (k * h) * P 0‖)
    (x := h * M) (b := (C1 * B + C2 * ‖P 0‖) * h ^ 2) (by positivity) (by positivity)
    (norm_nonneg _) N (fun k hkN => by
      have e : projChain P h (k + 1) - U (((k + 1 : ℕ) : ℝ) * h) * P 0
          = (projChain P h k - U (k * h) * P 0)
          + h • (katoGenerator P P' (k * h) * (projChain P h k - U (k * h) * P 0))
          + ((P (k * h + h) - P (k * h) - h • P' (k * h)) * projChain P h k
            - (U (k * h + h) - U (k * h) - h • (katoGenerator P P' (k * h) * U (k * h)))
              * P 0) := by
        rw [projChain_succ hP hd h k,
          show ((k + 1 : ℕ) : ℝ) * h = k * h + h by push_cast; ring]
        simp only [mul_sub, sub_mul, smul_sub, smul_mul_assoc, mul_assoc]
        abel
      have nS := (norm_mul_le (U (k * h + h) - U (k * h)
        - h • (katoGenerator P P' (k * h) * U (k * h))) (P 0)).trans
        (mul_le_mul_of_nonneg_right (h2 _ _ (hs k) h0 (hk k hkN)) (norm_nonneg _))
      have q := mul_le_mul_of_nonneg_left (bd k hkN.le) (by positivity : 0 ≤ C1 * h ^ 2)
      rw [e]
      refine (norm_add_le _ _).trans ?_
      refine (add_le_add (norm_add_le _ _) (norm_sub_le _ _)).trans ?_
      linarith [nK k hkN (projChain P h k - U (k * h) * P 0),
        nR k hkN (projChain P h k)]) N le_rfl
  have z : projChain P h 0 - U (((0 : ℕ) : ℝ) * h) * P 0 = 0 := by simp [projChain, hU0]
  beta_reduce at g
  rw [z, norm_zero, zero_add, hNh, ← mul_assoc (N : ℝ) h M, hNh] at g
  have hq : (N : ℝ) * h ^ 2 = T ^ 2 / N := by rw [hh]; field_simp
  refine g.trans (le_of_eq ?_)
  linear_combination ((C1 * B + C2 * ‖P 0‖) * Real.exp (T * M)) * hq
```

The limit follows by squeezing. Hermiticity is not required, so oblique projectors are included; the existence of `U` is assumed. The closing line selects a matrix norm.

```lean
/-- Repeated projection produces transport: as the spacing `T/N` shrinks, the ordered product
`P(T) ⋯ P(T/N) P(0)` tends to `U(T) P(0)`, where `U' = (P'P - PP')U` and `U(0) = 1`. -/
theorem tendsto_projChain (hP : ∀ t, P t * P t = P t) (hd : ∀ t, HasDerivAt P (P' t) t)
    (hd2 : ∀ t, HasDerivAt P' (P'' t) t) (hc : Continuous P'')
    (hU : ∀ t, HasDerivAt U (katoGenerator P P' t * U t) t) (hU0 : U 0 = 1)
    {T : ℝ} (hT : 0 ≤ T) :
    Tendsto (fun N : ℕ => projChain P (T / N) N) atTop (𝓝 (U T * P 0)) := by
  obtain ⟨C, hC⟩ := projChain_error hP hd hd2 hc hU hU0 hT
  rw [tendsto_iff_norm_sub_tendsto_zero]
  exact squeeze_zero' (Eventually.of_forall fun _ => norm_nonneg _)
    ((eventually_gt_atTop 0).mono fun N hN => hC N hN)
    (tendsto_const_div_atTop_nhds_zero_nat C)

attribute [local instance] Matrix.linftyOpNormedRing Matrix.linftyOpNormedAlgebra
```

For finite complex matrices, applying the product to ψ with P(0)ψ = ψ gives the limit U(T)ψ. The projected states are not renormalised.

```lean
/-- For matrices, a state `ψ` in the initial band that is projected repeatedly onto the moving
band tends to the transported state `U(T)ψ`. -/
theorem tendsto_projected_state {n : Type*} [Fintype n] [DecidableEq n]
    {P P' P'' U : ℝ → Matrix n n ℂ}
    (hP : ∀ t, P t * P t = P t) (hd : ∀ t, HasDerivAt P (P' t) t)
    (hd2 : ∀ t, HasDerivAt P' (P'' t) t) (hc : Continuous P'')
    (hU : ∀ t, HasDerivAt U (katoGenerator P P' t * U t) t) (hU0 : U 0 = 1)
    {T : ℝ} (hT : 0 ≤ T) {ψ : n → ℂ} (hψ : P 0 *ᵥ ψ = ψ) :
    Tendsto (fun N : ℕ => projChain P (T / N) N *ᵥ ψ) atTop (𝓝 (U T *ᵥ ψ)) := by
  have c : Continuous fun M : Matrix n n ℂ => M *ᵥ ψ :=
    continuous_id.matrix_mulVec continuous_const
  have h := (c.tendsto (U T * P 0)).comp (tendsto_projChain hP hd hd2 hc hU hU0 hT)
  rw [← Matrix.mulVec_mulVec, hψ] at h
  exact h
```

## Polarizers and band calculations

For polarizers, P(t) projects onto (cos t, sin t).

```lean
/-- The projector of an ideal linear polarizer at angle `t`. -/
def polarizer (t : ℝ) : Matrix (Fin 2) (Fin 2) ℝ :=
  !![Real.cos t * Real.cos t, Real.cos t * Real.sin t;
     Real.cos t * Real.sin t, Real.sin t * Real.sin t]
```

Its first two derivatives are explicit.

```lean
/-- The first derivative of the polarizer with respect to its angle. -/
def polVel (t : ℝ) : Matrix (Fin 2) (Fin 2) ℝ :=
  !![-(2 * (Real.sin t * Real.cos t)), Real.cos t * Real.cos t - Real.sin t * Real.sin t;
     Real.cos t * Real.cos t - Real.sin t * Real.sin t, 2 * (Real.sin t * Real.cos t)]

/-- The second derivative of the polarizer with respect to its angle. -/
def polAcc (t : ℝ) : Matrix (Fin 2) (Fin 2) ℝ :=
  !![-(2 * (Real.cos t * Real.cos t - Real.sin t * Real.sin t)),
     -(4 * (Real.sin t * Real.cos t)); -(4 * (Real.sin t * Real.cos t)),
     2 * (Real.cos t * Real.cos t - Real.sin t * Real.sin t)]
```

The transport is a plane rotation.

```lean
/-- The rotation of the plane by the angle `t`. -/
def rot (t : ℝ) : Matrix (Fin 2) (Fin 2) ℝ :=
  !![Real.cos t, -Real.sin t; Real.sin t, Real.cos t]
```

Entrywise differentiation checks the derivative hypotheses.

```lean
/-- A two by two matrix function is differentiated entry by entry. -/
theorem hasDerivAt_two {a b c d : ℝ → ℝ} {a' b' c' d' x : ℝ} (ha : HasDerivAt a a' x)
    (hb : HasDerivAt b b' x) (hc : HasDerivAt c c' x) (hd : HasDerivAt d d' x) :
    HasDerivAt (fun t => !![a t, b t; c t, d t]) !![a', b'; c', d'] x := by
  have e : ∀ p q r s : ℝ, !![p, q; r, s] = p • !![1, 0; 0, 0] + q • !![0, 1; 0, 0]
      + r • !![0, 0; 1, 0] + s • (!![0, 0; 0, 1] : Matrix (Fin 2) (Fin 2) ℝ) := by
    intro p q r s
    ext i j
    fin_cases i <;> fin_cases j <;> simp
  rw [e a' b' c' d', funext fun t => e (a t) (b t) (c t) (d t)]
  exact (((ha.smul_const _).fun_add (hb.smul_const _)).fun_add (hc.smul_const _)).fun_add
    (hd.smul_const _)
```

Here K is the constant quarter turn, so the rotation satisfies U' = KU.

```lean
/-- The rotating polarizer, with the plane rotation as its transport, meets all hypotheses of
the transport theorem. -/
theorem polarizer_witness :
    (∀ t, polarizer t * polarizer t = polarizer t) ∧
    (∀ t, HasDerivAt polarizer (polVel t) t) ∧ (∀ t, HasDerivAt polVel (polAcc t) t) ∧
    Continuous polAcc ∧
    (∀ t, HasDerivAt rot (katoGenerator polarizer polVel t * rot t) t) ∧ rot 0 = 1 := by
  have ext2 : ∀ {p q r s p' q' r' s' : ℝ}, p = p' → q = q' → r = r' → s = s' →
      !![p, q; r, s] = !![p', q'; r', s'] := by
    rintro p q r s _ _ _ _ rfl rfl rfl rfl; rfl
  have sub2 : ∀ p q r s p' q' r' s' : ℝ, !![p, q; r, s] - !![p', q'; r', s']
      = !![p - p', q - q'; r - r', s - s'] := by
    intros; ext i j; fin_cases i <;> fin_cases j <;> simp
  have c := Real.hasDerivAt_cos
  have s := Real.hasDerivAt_sin
  have m := fun t => (s t).fun_mul (c t)
  have d := fun t => ((c t).fun_mul (c t)).fun_sub ((s t).fun_mul (s t))
  refine ⟨fun t => ?_, fun t => ?_, fun t => ?_, ?_, fun t => ?_, ?_⟩
  · have q := Real.sin_sq_add_cos_sq t
    rw [polarizer, Matrix.mul_fin_two]
    exact ext2 (by linear_combination (Real.cos t * Real.cos t) * q)
      (by linear_combination (Real.cos t * Real.sin t) * q)
      (by linear_combination (Real.cos t * Real.sin t) * q)
      (by linear_combination (Real.sin t * Real.sin t) * q)
  · exact (hasDerivAt_two ((c t).fun_mul (c t)) ((c t).fun_mul (s t)) ((c t).fun_mul (s t))
      ((s t).fun_mul (s t))).congr_deriv (ext2 (by ring) (by ring) (by ring) (by ring))
  · exact (hasDerivAt_two ((m t).const_mul 2).fun_neg (d t) (d t)
      ((m t).const_mul 2)).congr_deriv (ext2 (by ring) (by ring) (by ring) (by ring))
  · exact continuous_iff_continuousAt.2 fun t => (hasDerivAt_two ((d t).const_mul 2).fun_neg
      ((m t).const_mul 4).fun_neg ((m t).const_mul 4).fun_neg
      ((d t).const_mul 2)).continuousAt
  · -- the generator is the constant quarter turn
    have q := Real.sin_sq_add_cos_sq t
    have hK : katoGenerator polarizer polVel t = !![0, -1; 1, 0] := by
      simp only [katoGenerator, polarizer, polVel, Matrix.mul_fin_two, sub2]
      exact ext2 (by ring)
        (by linear_combination (-(Real.sin t ^ 2 + Real.cos t ^ 2 + 1)) * q)
        (by linear_combination (Real.sin t ^ 2 + Real.cos t ^ 2 + 1) * q) (by ring)
    refine (hasDerivAt_two (c t) (s t).fun_neg (s t) (c t)).congr_deriv ?_
    rw [hK, rot, Matrix.mul_fin_two]
    exact ext2 (by ring) (by ring) (by ring) (by ring)
  · simp [rot, Matrix.one_fin_two]
```

The stack therefore sends (1, 0) to (cos T, sin T) in the limit, and (0, 1) to zero.

```lean
/-- The product for ideal linear polarizers turned in `N` equal steps from angle `0` to `T` tends to
the matrix that sends the first basis vector to `(cos T, sin T)` and the second to zero. -/
theorem tendsto_polarizer_stack {T : ℝ} (hT : 0 ≤ T) :
    Tendsto (fun N : ℕ => projChain polarizer (T / N) N) atTop
      (𝓝 !![Real.cos T, 0; Real.sin T, 0]) := by
  obtain ⟨h1, h2, h3, h4, h5, h6⟩ := polarizer_witness
  have h := tendsto_projChain h1 h2 h3 h4 h5 h6 hT
  have e : rot T * polarizer 0 = !![Real.cos T, 0; Real.sin T, 0] := by
    rw [rot, polarizer, Matrix.mul_fin_two]
    simp
  rw [e] at h
  exact h

end

end RepeatedProjectionTransport
```

```lean
#print axioms RepeatedProjectionTransport.tendsto_projected_state
#print axioms RepeatedProjectionTransport.tendsto_polarizer_stack
```

```
'RepeatedProjectionTransport.tendsto_projected_state' depends on axioms: [propext, Classical.choice, Quot.sound]
'RepeatedProjectionTransport.tendsto_polarizer_stack' depends on axioms: [propext, Classical.choice, Quot.sound]
```

In a non-interacting band calculation with a fixed, finite orthonormal basis and a smooth one-parameter path, P can project onto an isolated group of bands. With orthonormal band vectors as the columns of Vₖ, Pₖ = VₖVₖ†, and the product becomes

V_N(V_N†V_N₋₁)…(V₁†V₀)V₀†.

Between the end frames V_N and V₀† stand the overlap matrices of neighbouring points, whose size is the number of bands in the group. Overlap matrices of this kind also enter a discretised Wilson loop.
